# Truncated CI without joint excitations: correlation energies of two noninteracting fragments obey EA + EB ≤ E ≤ min(EA, EB)

## One excited configuration per fragment

Take two identical fragments A and B that do not interact. Each has a reference configuration at energy 0 and one excited configuration at energy 1, coupled to the reference by the matrix element √6. The fragment matrix [[0, √6], [√6, 1]] has eigenvalues λ given by

λ(λ − 1) = 6,

so the lowest fragment eigenvalues are EA = EB = −2. For the pair, truncated configuration interaction (CI) keeps the reference, "A excited" and "B excited", and discards "both excited". The matrix is [[0, √6, √6], [√6, 1, 0], [√6, 0, 1]]. The antisymmetric combination of the two excitations decouples at energy 1, and the symmetric one couples with strength √12, so

λ(λ − 1) = 12,

and the lowest eigenvalue is E = −3. Hence

EA + EB = −4 < E = −3 < −2 = min(EA, EB).

In the normalised ground state each excitation has weight 3/14 and the reference has 4/7. While B is excited, A is held in its reference, and this costs energy. The theorems below give both bounds for real symmetric fragment matrices of any finite size, with the lower bound strict when both couplings to the reference are nonzero. The numbers here and in the later examples are pencil arithmetic and are not among the theorems.

## Matrices and vectors

```lean
import Mathlib

open Matrix

namespace TruncatedCISizeConsistency

variable {n m a b : Type*} [Fintype n] [Fintype m] [Fintype a] [Fintype b]
```

The letters `n`, `m`, `a`, `b` are finite sets of basis labels; `a` and `b` label the excited configurations of A and B. A vector is a function `n → ℝ`. An empty `a` is allowed: the fragment matrix is then [0] and EA = 0.

```lean
/-- `E` is an eigenvalue of `H`, and no eigenvalue of `H` lies below it. -/
def IsLowestEigenvalue (H : Matrix n n ℝ) (E : ℝ) : Prop :=
  (∃ x, x ≠ 0 ∧ H *ᵥ x = E • x) ∧ ∀ (μ : ℝ) (x : n → ℝ), x ≠ 0 → H *ᵥ x = μ • x → E ≤ μ
```

Here `H *ᵥ x` is Hx and `E • x` is E times x. The definition says that Hx = Ex for some x ≠ 0, and that E ≤ μ whenever Hx = μx with x ≠ 0. Only real eigenvalues and real vectors enter, and degeneracy is allowed.

```lean
/-- CI matrix `[[0, uᵀ], [u, M]]`: reference at energy zero, coupling `u`, excited block `M`. -/
def bordered (u : m → ℝ) (M : Matrix m m ℝ) : Matrix (Unit ⊕ m) (Unit ⊕ m) ℝ :=
  fromBlocks 0 (of fun _ j => u j) (of fun i _ => u i) M
```

`Unit ⊕ m` is the basis of one reference label together with the labels in `m`. The zero in the corner sets the reference energy to zero, so a lowest eigenvalue is a correlation energy, which here means the CI energy relative to the chosen reference. The vector u holds the matrix elements between the reference and the excited configurations, and M is the Hamiltonian among the latter. The basis is taken as orthonormal.

```lean
/-- Truncated-CI matrix `[[0, uᵀ, vᵀ], [u, MA, 0], [v, 0, MB]]` of two noninteracting fragments. -/
def supersystem (u : a → ℝ) (MA : Matrix a a ℝ) (v : b → ℝ) (MB : Matrix b b ℝ) :
    Matrix (Unit ⊕ (a ⊕ b)) (Unit ⊕ (a ⊕ b)) ℝ :=
  bordered (Sum.elim u v) (fromBlocks MA 0 0 MB)
```

`Sum.elim u v` stacks u and v into one vector. This block form is postulated, not derived from an electronic Hamiltonian. The zero blocks and the unchanged MA, MB express that the fragments do not interact. The basis contains no configuration with both fragments excited, such as a double excitation on A times one on B, a quadruple excitation that a doubles truncation removes. A truncation that retains jointly excited products coupled to the configurations kept here is not covered. The usual doubles truncation of the pair, in orbitals localised on the fragments, also keeps products of a single excitation on A with a single excitation on B. Without interaction these have no matrix elements with the reference or with the double excitations on one fragment, so the model describes the block that contains the reference, and E is the lowest eigenvalue of that block. The same holds for singles and doubles with a Hartree–Fock reference, because single excitations then do not couple to the reference of their fragment.

```lean
/-- CI vector with reference coefficient `c` and excited coefficients `x`. -/
def ciVec (c : ℝ) (x : m → ℝ) : Unit ⊕ m → ℝ := Sum.elim (fun _ => c) x
```

This is the vector (c, x), with reference coefficient c and excited coefficients x, not normalised.

## The variational principle

```lean
/-- Variational principle: the lowest eigenvalue `E` of a real symmetric `H` obeys
`E x·x ≤ x·Hx` for every vector `x`. -/
theorem variational_principle {H : Matrix n n ℝ} (h : H.IsSymm) {E : ℝ}
    (hE : IsLowestEigenvalue H E) (x : n → ℝ) : E * (x ⬝ᵥ x) ≤ x ⬝ᵥ H *ᵥ x := by
  classical
  have key : ∀ w : n → ℝ, (E • (1 : Matrix n n ℝ)) *ᵥ w = E • w := fun w => by
    rw [Matrix.smul_mulVec, one_mulVec]
  have hH : (H - E • (1 : Matrix n n ℝ)).IsHermitian := IsHermitian.ext fun i j => by
    by_cases hij : i = j
    · subst hij; simp
    · simp [h.apply i j, one_apply_ne hij, one_apply_ne (Ne.symm hij)]
  -- the eigenvalues of `H - E` are nonnegative
  have aux : ∀ (μ : ℝ) (w : n → ℝ), w ≠ 0 →
      (H - E • (1 : Matrix n n ℝ)) *ᵥ w = μ • w → 0 ≤ μ := by
    intro μ w hw h1
    rw [sub_mulVec, key] at h1
    have := hE.2 (μ + E) w hw (by rw [add_smul]; exact sub_eq_iff_eq_add.1 h1)
    linarith
  have hP : (H - E • (1 : Matrix n n ℝ)).PosSemidef := by
    rw [hH.posSemidef_iff_eigenvalues_nonneg]
    intro j
    refine aux _ _ ?_ (hH.mulVec_eigenvectorBasis j)
    intro h0
    exact hH.eigenvectorBasis.orthonormal.ne_zero j (by ext i; exact congrFun h0 i)
  have := hP.dotProduct_mulVec_nonneg x
  rw [star_trivial, sub_mulVec, key, dotProduct_sub, dotProduct_smul, smul_eq_mul] at this
  linarith
```

`x ⬝ᵥ x` is the dot product and `h : H.IsSymm` says Hᵀ = H. The statement is

E x·x ≤ x·Hx for every x.

By hand, if (H − E)w = μw with w ≠ 0, then Hw = (μ + E)w, so E ≤ μ + E and μ ≥ 0; this is `aux`. With an orthonormal eigenbasis wⱼ of the symmetric matrix H − E and eigenvalues μⱼ,

x·(H − E)x = Σⱼ μⱼ (wⱼ·x)² ≥ 0.

Lean reaches this through `hP`, which says that H − E is positive semidefinite.

```lean
/-- Every real symmetric matrix on a nonempty finite basis has a lowest eigenvalue. -/
theorem exists_lowestEigenvalue [Nonempty n] {H : Matrix n n ℝ} (h : H.IsSymm) :
    ∃ E, IsLowestEigenvalue H E := by
  classical
  have hH : H.IsHermitian := IsHermitian.ext fun i j => by simpa using h.apply i j
  obtain ⟨j, hj⟩ := Finite.exists_min hH.eigenvalues
  refine ⟨hH.eigenvalues j, ⟨_, ?_, hH.mulVec_eigenvectorBasis j⟩, fun μ x hx h1 => ?_⟩
  · intro h0
    exact hH.eigenvectorBasis.orthonormal.ne_zero j (by ext i; exact congrFun h0 i)
  · have key : (μ • (1 : Matrix n n ℝ)) *ᵥ x = μ • x := by
      rw [Matrix.smul_mulVec, one_mulVec]
    have hs : μ ∈ spectrum ℝ H := by
      rw [spectrum.mem_iff, Algebra.algebraMap_eq_smul_one]
      intro hu
      obtain ⟨B, hB⟩ := hu.exists_left_inv
      apply hx
      rw [← one_mulVec x, ← hB, ← mulVec_mulVec, sub_mulVec, key, h1, sub_self, mulVec_zero]
    rw [hH.spectrum_real_eq_range_eigenvalues] at hs
    obtain ⟨k, rfl⟩ := hs
    exact hj k
```

Every real symmetric matrix on a nonempty basis has a lowest eigenvalue. The proof picks the smallest of the finitely many eigenvalues supplied by the spectral theorem; `hs` shows that any μ with an eigenvector makes μ − H singular, so μ is on that list. The CI bases always contain the reference, so this supplies EA, EB and E whenever MA and MB are symmetric.

## Energy of a CI vector

```lean
/-- The CI vector `(c, x)` has squared norm `c² + x·x` and energy `2c u·x + x·Mx`. -/
theorem ciVec_expectation (u : m → ℝ) (M : Matrix m m ℝ) (c : ℝ) (x : m → ℝ) :
    ciVec c x ⬝ᵥ ciVec c x = c ^ 2 + x ⬝ᵥ x ∧
    ciVec c x ⬝ᵥ bordered u M *ᵥ ciVec c x = 2 * c * (u ⬝ᵥ x) + x ⬝ᵥ M *ᵥ x := by
  have h1 : bordered u M *ᵥ ciVec c x = ciVec (u ⬝ᵥ x) (c • u + M *ᵥ x) := by
    ext i
    rcases i with i | i <;>
      simp [bordered, ciVec, mulVec, dotProduct, Fintype.sum_sum_type, mul_comm c]
  have h2 : ∀ (d : ℝ) (y : m → ℝ), ciVec c x ⬝ᵥ ciVec d y = c * d + x ⬝ᵥ y := fun d y => by
    simp [ciVec, dotProduct, Fintype.sum_sum_type]
  refine ⟨by rw [h2, sq], ?_⟩
  rw [h1, h2, dotProduct_add, dotProduct_smul, smul_eq_mul, dotProduct_comm x u]
  ring
```

With H the bordered matrix, block multiplication (`h1`) gives H(c, x) = (u·x, cu + Mx), and the dot product with (c, x) gives

(c, x)·H(c, x) = 2c u·x + x·Mx,

while the squared norm is c² + x·x. The energy of a vector here means the value (c, x)·H(c, x), not divided by the squared norm; the energy expectation value of the corresponding state is the ratio of the two.

```lean
/-- The lowest eigenvalue of a symmetric CI matrix, times the squared norm of any CI vector
`(c, x)`, is at most the energy of that vector. -/
theorem trial_bound {u : m → ℝ} {M : Matrix m m ℝ} (hM : M.IsSymm) {E : ℝ}
    (hE : IsLowestEigenvalue (bordered u M) E) (c : ℝ) (x : m → ℝ) :
    E * (c ^ 2 + x ⬝ᵥ x) ≤ 2 * c * (u ⬝ᵥ x) + x ⬝ᵥ M *ᵥ x := by
  have hs : (bordered u M).IsSymm := IsSymm.ext <| by
    rintro (i | i) (j | j)
    · simp [bordered]
    · simp [bordered]
    · simp [bordered]
    · simpa [bordered] using hM.apply i j
  rw [← (ciVec_expectation u M c x).1, ← (ciVec_expectation u M c x).2]
  exact variational_principle hs hE _
```

For symmetric M the bordered matrix is symmetric (`hs` checks the four blocks), so

E (c² + x·x) ≤ 2c u·x + x·Mx.

The bare reference c = 1, x = 0 gives E ≤ 0.

```lean
/-- Some CI vector `(c, x)` of positive squared norm has energy equal to the lowest eigenvalue
times its squared norm. -/
theorem ground_state {u : m → ℝ} {M : Matrix m m ℝ} {E : ℝ}
    (hE : IsLowestEigenvalue (bordered u M) E) :
    ∃ (c : ℝ) (x : m → ℝ), 0 < c ^ 2 + x ⬝ᵥ x ∧
      E * (c ^ 2 + x ⬝ᵥ x) = 2 * c * (u ⬝ᵥ x) + x ⬝ᵥ M *ᵥ x := by
  obtain ⟨z, hz, h1⟩ := hE.1
  have hc : ciVec (z (Sum.inl ())) (fun i => z (Sum.inr i)) = z := by
    ext i
    rcases i with i | i <;> rfl
  refine ⟨z (Sum.inl ()), fun i => z (Sum.inr i), ?_, ?_⟩
  · rw [← (ciVec_expectation u M _ _).1, hc]
    exact lt_of_le_of_ne (Finset.sum_nonneg fun i _ => mul_self_nonneg _)
      fun h0 => hz (dotProduct_self_eq_zero.1 h0.symm)
  · rw [← (ciVec_expectation u M _ _).1, ← (ciVec_expectation u M _ _).2, hc, h1,
      dotProduct_smul, smul_eq_mul]
```

The eigenvector belonging to E, split into c and x, has positive squared norm and turns that inequality into an equality.

```lean
variable {u : a → ℝ} {MA : Matrix a a ℝ} {v : b → ℝ} {MB : Matrix b b ℝ} {EA EB E : ℝ}

/-- The lowest supersystem eigenvalue times `c² + x·x + y·y` is at most the sum of the fragment
energies of `(c, x)` and `(c, y)`, with equality for some vector of positive squared norm. -/
theorem supersystem_energy (hA : MA.IsSymm) (hB : MB.IsSymm)
    (hE : IsLowestEigenvalue (supersystem u MA v MB) E) :
    (∀ (c : ℝ) (x : a → ℝ) (y : b → ℝ), E * (c ^ 2 + (x ⬝ᵥ x + y ⬝ᵥ y)) ≤
      2 * c * (u ⬝ᵥ x + v ⬝ᵥ y) + (x ⬝ᵥ MA *ᵥ x + y ⬝ᵥ MB *ᵥ y)) ∧
    ∃ (c : ℝ) (x : a → ℝ) (y : b → ℝ), 0 < c ^ 2 + (x ⬝ᵥ x + y ⬝ᵥ y) ∧
      E * (c ^ 2 + (x ⬝ᵥ x + y ⬝ᵥ y)) =
        2 * c * (u ⬝ᵥ x + v ⬝ᵥ y) + (x ⬝ᵥ MA *ᵥ x + y ⬝ᵥ MB *ᵥ y) := by
  have hs : (fromBlocks MA 0 0 MB).IsSymm := IsSymm.ext <| by
    rintro (i | i) (j | j)
    · simpa using hA.apply i j
    · simp
    · simp
    · simpa using hB.apply i j
  have d : ∀ (p x : a → ℝ) (q y : b → ℝ),
      Sum.elim p q ⬝ᵥ Sum.elim x y = p ⬝ᵥ x + q ⬝ᵥ y := fun p x q y => by
    simp [dotProduct, Fintype.sum_sum_type]
  have e : ∀ (x : a → ℝ) (y : b → ℝ), Sum.elim x y ⬝ᵥ fromBlocks MA 0 0 MB *ᵥ Sum.elim x y =
      x ⬝ᵥ MA *ᵥ x + y ⬝ᵥ MB *ᵥ y := fun x y => by
    simp [dotProduct, mulVec, Fintype.sum_sum_type]
  constructor
  · intro c x y
    have := trial_bound hs hE c (Sum.elim x y)
    rwa [e, d, d] at this
  · obtain ⟨c, z, h0, h1⟩ := ground_state hE
    obtain ⟨x, y, rfl⟩ : ∃ (x : a → ℝ) (y : b → ℝ), z = Sum.elim x y :=
      ⟨fun i => z (Sum.inl i), fun i => z (Sum.inr i), by ext i; rcases i with i | i <;> rfl⟩
    rw [d] at h0
    rw [e, d, d] at h1
    exact ⟨c, x, y, h0, h1⟩
```

Write QA(c, x) = 2c u·x + x·MA x and QB(c, y) = 2c v·y + y·MB y for the fragment energies, and N = c² + x·x + y·y for the squared norm of a supersystem vector (c, x, y). For symmetric MA and MB the theorem states

E N ≤ QA(c, x) + QB(c, y)

for all c, x, y, with equality for some vector with N > 0. The identities `d` and `e` split the dot products over the two blocks. The energy is additive, whereas the squared fragment norms c² + x·x and c² + y·y add up to N + c², with the reference counted twice.

## The two bounds

```lean
/-- The lowest eigenvalue of the supersystem truncated-CI matrix lies between the sum and the
minimum of the lowest eigenvalues of the two fragment matrices. -/
theorem supersystem_bounds (hA : MA.IsSymm) (hB : MB.IsSymm)
    (hEA : IsLowestEigenvalue (bordered u MA) EA) (hEB : IsLowestEigenvalue (bordered v MB) EB)
    (hE : IsLowestEigenvalue (supersystem u MA v MB) E) :
    EA + EB ≤ E ∧ E ≤ min EA EB := by
  obtain ⟨trial, c, x, y, pos, e⟩ := supersystem_energy hA hB hE
  -- the bare reference as trial vector
  have hA0 : EA ≤ 0 := by simpa using trial_bound hA hEA 1 0
  have hB0 : EB ≤ 0 := by simpa using trial_bound hB hEB 1 0
  refine ⟨?_, le_min ?_ ?_⟩
  · -- split the supersystem ground state into fragment trial vectors
    have hx : 0 ≤ x ⬝ᵥ x := Finset.sum_nonneg fun i _ => mul_self_nonneg _
    have hy : 0 ≤ y ⬝ᵥ y := Finset.sum_nonneg fun i _ => mul_self_nonneg _
    refine le_of_mul_le_mul_right ?_ pos
    nlinarith [trial_bound hA hEA c x, trial_bound hB hEB c y,
      mul_nonneg (neg_nonneg.2 hA0) hy, mul_nonneg (neg_nonneg.2 hB0) hx]
  · -- pad a fragment ground state with zeros
    obtain ⟨c', x', pos', e'⟩ := ground_state hEA
    have := trial c' x' 0
    simp only [dotProduct_zero, zero_dotProduct, add_zero] at this
    exact le_of_mul_le_mul_right (by linarith) pos'
  · obtain ⟨c', y', pos', e'⟩ := ground_state hEB
    have := trial c' 0 y'
    simp only [dotProduct_zero, zero_dotProduct, zero_add] at this
    exact le_of_mul_le_mul_right (by linarith) pos'
```

The hypotheses say that MA and MB are symmetric and that EA, EB, E are the lowest eigenvalues of the two fragment matrices and of the supersystem matrix. The conclusion is EA + EB ≤ E and E ≤ min(EA, EB).

For the lower bound, take the supersystem ground state (c, x, y) and use (c, x) and (c, y) as fragment trial vectors:

E N = QA(c, x) + QB(c, y) ≥ EA (c² + x·x) + EB (c² + y·y),

EA (c² + x·x) + EB (c² + y·y) = (EA + EB) N − EA y·y − EB x·x.

Since EA ≤ 0 and EB ≤ 0 (`hA0`, `hB0`), the last two terms are nonnegative, and dividing by N > 0 finishes. The `nlinarith` call receives exactly these four inequalities. In the opening example, with N = 1, the chain reads −3 ≥ −4 + 6/7 ≥ −4.

For the upper bound, take a ground state (c′, x′) of A and set y = 0, written `trial c' x' 0`:

E (c′² + x′·x′) ≤ QA(c′, x′) = EA (c′² + x′·x′).

So E ≤ EA, and E ≤ EB in the same way.

Without symmetry the lower bound can fail. Let u = v = (5, 0) and MA = MB = [[0, −7], [7, 0]]. The fragment characteristic polynomial is λ(λ² + 24), whose only real root is 0, so EA = EB = 0. The supersystem polynomial is λ(λ² − 1)(λ² + 49), and c = −10, x = y = (1, −7) is an unnormalised eigenvector, of squared norm 200, with E = −1 < EA + EB.

## When the energy is additive

```lean
/-- The lowest supersystem eigenvalue equals the sum of the lowest fragment eigenvalues exactly
when one of the latter is zero. -/
theorem additive_iff (hA : MA.IsSymm) (hB : MB.IsSymm)
    (hEA : IsLowestEigenvalue (bordered u MA) EA) (hEB : IsLowestEigenvalue (bordered v MB) EB)
    (hE : IsLowestEigenvalue (supersystem u MA v MB) E) :
    E = EA + EB ↔ EA = 0 ∨ EB = 0 := by
  constructor
  · intro heq
    by_contra hne
    obtain ⟨hA1, hB1⟩ := not_or.1 hne
    have hA0 : EA < 0 := lt_of_le_of_ne (by simpa using trial_bound hA hEA 1 0) hA1
    have hB0 : EB < 0 := lt_of_le_of_ne (by simpa using trial_bound hB hEB 1 0) hB1
    obtain ⟨-, c, x, y, pos, e⟩ := supersystem_energy hA hB hE
    rw [heq] at e
    have hx : 0 ≤ x ⬝ᵥ x := Finset.sum_nonneg fun i _ => mul_self_nonneg _
    have hy : 0 ≤ y ⬝ᵥ y := Finset.sum_nonneg fun i _ => mul_self_nonneg _
    have px := mul_nonneg (neg_pos.2 hB0).le hx
    have py := mul_nonneg (neg_pos.2 hA0).le hy
    have hs : -EA * (y ⬝ᵥ y) + -EB * (x ⬝ᵥ x) ≤ 0 := by
      nlinarith [trial_bound hA hEA c x, trial_bound hB hEB c y]
    -- equality leaves no room for excited components
    have x0 : x = 0 := dotProduct_self_eq_zero.1 <| le_antisymm
      (not_lt.1 fun h => by linarith [mul_pos (neg_pos.2 hB0) h]) hx
    have y0 : y = 0 := dotProduct_self_eq_zero.1 <| le_antisymm
      (not_lt.1 fun h => by linarith [mul_pos (neg_pos.2 hA0) h]) hy
    subst x0 y0
    simp only [dotProduct_zero, zero_dotProduct, add_zero, mul_zero] at pos e
    exact (mul_neg_of_neg_of_pos (by linarith) pos).ne e
  · obtain ⟨h1, h2⟩ := supersystem_bounds hA hB hEA hEB hE
    have h3 := min_le_left EA EB
    have h4 := min_le_right EA EB
    rintro (h | h) <;> linarith
```

The symbol `↔` means "if and only if" and `∨` means "or". The excited blocks are assumed symmetric here and in the next two theorems, as before. If EA = 0, the bounds give EB ≤ E ≤ EB, and likewise for EB = 0. Conversely, suppose E = EA + EB with EA and EB both nonzero, hence negative. The chain above then gives `hs`,

−EA y·y − EB x·x ≤ 0.

Both terms are nonnegative with positive prefactors, so x = 0 and y = 0 (`x0`, `y0`). The ground-state equation becomes (EA + EB) c² = 0 with c² > 0, which is impossible.

```lean
/-- If the coupling vector is nonzero, the lowest eigenvalue of the CI matrix is negative. -/
theorem lowest_neg_of_coupling (hA : MA.IsSymm) (hEA : IsLowestEigenvalue (bordered u MA) EA)
    (hu : u ≠ 0) : EA < 0 := by
  refine lt_of_le_of_ne (by simpa using trial_bound hA hEA 1 0) fun h0 => ?_
  have ht : u ⬝ᵥ u ≠ 0 := fun h => hu (dotProduct_self_eq_zero.1 h)
  -- the energy of `(c, u)` is linear in `c` and reaches `-1`
  have h := trial_bound hA hEA (-(u ⬝ᵥ MA *ᵥ u + 1) / (2 * (u ⬝ᵥ u))) u
  have h2 : 2 * (-(u ⬝ᵥ MA *ᵥ u + 1) / (2 * (u ⬝ᵥ u))) * (u ⬝ᵥ u) = -(u ⬝ᵥ MA *ᵥ u + 1) := by
    field_simp
  rw [h2, h0, zero_mul] at h
  linarith
```

For symmetric MA, a nonzero coupling gives EA < 0. We know EA ≤ 0, so suppose EA = 0. Then QA(c, u) = 2c u·u + u·MA u ≥ 0 for every c. With u·u ≠ 0 (`ht`), the choice

c = −(u·MA u + 1) / (2 u·u)

gives QA(c, u) = −1, a contradiction.

```lean
/-- If both coupling vectors are nonzero, the lowest supersystem eigenvalue lies strictly above
the sum of the lowest fragment eigenvalues. -/
theorem size_inconsistent (hA : MA.IsSymm) (hB : MB.IsSymm)
    (hEA : IsLowestEigenvalue (bordered u MA) EA) (hEB : IsLowestEigenvalue (bordered v MB) EB)
    (hE : IsLowestEigenvalue (supersystem u MA v MB) E) (hu : u ≠ 0) (hv : v ≠ 0) :
    EA + EB < E := by
  refine lt_of_le_of_ne (supersystem_bounds hA hB hEA hEB hE).1 fun h => ?_
  rcases (additive_iff hA hB hEA hEB hE).1 h.symm with h0 | h0
  · exact (lowest_neg_of_coupling hA hEA hu).ne h0
  · exact (lowest_neg_of_coupling hB hEB hv).ne h0

end TruncatedCISizeConsistency
```

If u ≠ 0 and v ≠ 0, then EA + EB < E. Equality would require EA = 0 or EB = 0, and the previous theorem excludes both. Switching off the coupling of A in the opening example restores equality: EA = 0 and E = EB = −2.

In electronic-structure terms, for two noninteracting fragments in a finite orthonormal basis without jointly excited configurations, truncated CI is not size consistent once both references couple to their excitations, and it recovers less correlation energy than the separate fragment calculations together. The theorems fix the sign of the error E − EA − EB and, through the upper bound, cap it at the smaller of |EA| and |EB|; they do not treat more than two fragments.

```lean
#print axioms TruncatedCISizeConsistency.exists_lowestEigenvalue
#print axioms TruncatedCISizeConsistency.supersystem_energy
#print axioms TruncatedCISizeConsistency.size_inconsistent
```

```
'TruncatedCISizeConsistency.exists_lowestEigenvalue' depends on axioms: [propext, Classical.choice, Quot.sound]
'TruncatedCISizeConsistency.supersystem_energy' depends on axioms: [propext, Classical.choice, Quot.sound]
'TruncatedCISizeConsistency.size_inconsistent' depends on axioms: [propext, Classical.choice, Quot.sound]
```
